# A nonzero traceless zero-field splitting of spin 3/2 squares to a positive number, and its axes can be labelled so that E/D lies between 0 and 1/3

Take a spin 3/2 with the Hamiltonian $H=-S_x^2-S_y^2+2S_z^2$. Since $S_x^2+S_y^2+S_z^2=15/4$, this is $H=3S_z^2-15/4$, which equals $3$ on the states $m=\pm3/2$ and $-3$ on $m=\pm1/2$. Hence $H^2=9$.

More generally, let $H=xS_x^2+yS_y^2+zS_z^2$ with real principal values $(x,y,z)$ that sum to zero, and define the axial parameter $D=3z/2$ and the rhombic parameter $E=(x-y)/2$. In the example $(x,y,z)=(-1,-1,2)$, so $D=3$, $E=0$ and $D^2+3E^2=9$. Naming the axes differently, $(2,-1,-1)$, gives $D=-3/2$ and $E=3/2$. The sum $D^2+3E^2$ is still $9$, but $E/D$ has moved from $0$ to $-1$. The square of $H$ ignores the labels, and the ratio does not. For all real principal values that sum to zero and are not all zero, $H^2=D^2+3E^2$ holds with any labelling, and some labelling gives $D\neq0$ and $0\le E/D\le1/3$.

In Lean 4 with Mathlib:

```lean
import Mathlib

open Matrix

namespace ZeroFieldSplittingAxes

noncomputable section
```

## The spin matrices and the Hamiltonian

In the basis $m=3/2,1/2,-1/2,-3/2$, the raising operator $S_+=S_x+iS_y$ has the matrix elements $\sqrt3,2,\sqrt3$ just above the diagonal, and $S_-$ is its adjoint. Spin is measured in units of $\hbar$. The number $\sqrt3$ is called `r`, and all that is needed of it is $r^2=3$.

```lean
/-- The square root of three, as a complex number. -/
def r : ℂ := ((Real.sqrt 3 : ℝ) : ℂ)

/-- The square of `r` is three. -/
lemma r_sq : r ^ 2 = 3 := by
  unfold r
  rw [← Complex.ofReal_pow, Real.sq_sqrt (by norm_num)]
  norm_num
```

From $S_x=(S_++S_-)/2$ and $S_y=(S_+-S_-)/(2i)$ one reads off the matrices.

```lean
/-- The x component of a spin 3/2, in the basis m = 3/2, 1/2, -1/2, -3/2. -/
def Sx : Matrix (Fin 4) (Fin 4) ℂ :=
  !![0, r / 2, 0, 0; r / 2, 0, 1, 0; 0, 1, 0, r / 2; 0, 0, r / 2, 0]

/-- The y component of a spin 3/2, in the same basis. -/
def Sy : Matrix (Fin 4) (Fin 4) ℂ :=
  !![0, -Complex.I * r / 2, 0, 0; Complex.I * r / 2, 0, -Complex.I, 0;
     0, Complex.I, 0, -Complex.I * r / 2; 0, 0, Complex.I * r / 2, 0]

/-- The z component of a spin 3/2, in the same basis. -/
def Sz : Matrix (Fin 4) (Fin 4) ℂ :=
  !![3 / 2, 0, 0, 0; 0, 1 / 2, 0, 0; 0, 0, -1 / 2, 0; 0, 0, 0, -3 / 2]
```

In an arbitrary laboratory frame the splitting is described by a real $3\times3$ tensor $T$, and $H=\sum_{ij}T_{ij}S_iS_j$. The indices run over $0,1,2$ for $x,y,z$.

```lean
/-- The spin vector, with components numbered 0, 1, 2 for x, y, z. -/
def spin : Fin 3 → Matrix (Fin 4) (Fin 4) ℂ := ![Sx, Sy, Sz]

/-- The zero-field splitting Hamiltonian S·T·S of a spin 3/2 with coupling tensor T. -/
def zfs (T : Matrix (Fin 3) (Fin 3) ℝ) : Matrix (Fin 4) (Fin 4) ℂ :=
  ∑ i, ∑ j, (T i j : ℂ) • (spin i * spin j)
```

Principal values are a function `d` on these three indices, so $x=d_0$, $y=d_1$, $z=d_2$. The axial parameter is in general $D=z-(x+y)/2$, which equals $3z/2$ when $x+y+z=0$. The definition below uses this shorter form, and the theorems about $D$ and $E$ all assume the zero sum.

```lean
/-- The axial parameter D = 3z/2 of the principal values (x, y, z). -/
def axialD (d : Fin 3 → ℝ) : ℝ := 3 / 2 * d 2

/-- The rhombic parameter E = (x - y)/2 of the principal values (x, y, z). -/
def rhombicE (d : Fin 3 → ℝ) : ℝ := (d 0 - d 1) / 2
```

## Products of spin components

The diagonal parts follow from $S_x^2+S_y^2=15/4-S_z^2$. The rest comes from
$$S_x^2-S_y^2=\tfrac12(S_+^2+S_-^2),\qquad S_xS_y+S_yS_x=\tfrac1{2i}(S_+^2-S_-^2),$$
where $S_+^2$ has the entries $2\sqrt3$ two places above the diagonal. An anticommutator with $S_z$ multiplies the element between $m$ and $m'$ by $m+m'$. This removes the middle element of $S_x$ and $S_y$ and gives the outer ones opposite signs.

```lean
set_option maxHeartbeats 400000 in
/-- The squares and anticommutators of the spin-3/2 matrices. -/
lemma spin_products :
    Sx * Sx = !![3/4, 0, r/2, 0; 0, 7/4, 0, r/2; r/2, 0, 7/4, 0; 0, r/2, 0, 3/4] ∧
    Sy * Sy = !![3/4, 0, -r/2, 0; 0, 7/4, 0, -r/2; -r/2, 0, 7/4, 0; 0, -r/2, 0, 3/4] ∧
    Sz * Sz = !![9/4, 0, 0, 0; 0, 1/4, 0, 0; 0, 0, 1/4, 0; 0, 0, 0, 9/4] ∧
    Sx * Sy + Sy * Sx = Complex.I • !![0, 0, -r, 0; 0, 0, 0, -r; r, 0, 0, 0; 0, r, 0, 0] ∧
    Sx * Sz + Sz * Sx = !![0, r, 0, 0; r, 0, 0, 0; 0, 0, 0, -r; 0, 0, -r, 0] ∧
    Sy * Sz + Sz * Sy = Complex.I • !![0, -r, 0, 0; r, 0, 0, 0; 0, 0, 0, r; 0, 0, -r, 0] := by
  have hr := r_sq
  have hI := Complex.I_sq
  refine ⟨?_, ?_, ?_, ?_, ?_, ?_⟩ <;> ext i j <;> fin_cases i <;> fin_cases j <;>
    simp [Sx, Sy, Sz, Matrix.mul_apply, Fin.sum_univ_succ] <;> grind
```

The proof compares the matrices entry by entry, using $r^2=3$ and $i^2=-1$.

## The square of H in any frame

Let $T$ be symmetric with zero trace. Inserting the products gives
$$H=\begin{pmatrix}a&u&v&0\\u'&-a&0&v\\v'&0&-a&-u\\0&v'&-u'&a\end{pmatrix},$$
with $a=\tfrac32T_{22}$, $u=\sqrt3(T_{02}-iT_{12})$, $v=\sqrt3\left(\tfrac12(T_{00}-T_{11})-iT_{01}\right)$, and $u',v'$ their complex conjugates. In the square, the off-diagonal entries cancel in pairs: the first row gives $au-ua$, $av-va$ and $uv-vu$. Every diagonal entry is
$$a^2+uu'+vv'=\tfrac94T_{22}^2+\tfrac34(T_{00}-T_{11})^2+3(T_{01}^2+T_{02}^2+T_{12}^2).$$
Because $T_{22}=-(T_{00}+T_{11})$, we have $(T_{00}-T_{11})^2=2T_{00}^2+2T_{11}^2-T_{22}^2$. The diagonal entry becomes
$$\tfrac32(T_{00}^2+T_{11}^2+T_{22}^2)+3(T_{01}^2+T_{02}^2+T_{12}^2)=\tfrac32\operatorname{tr}(T^2).$$

```lean
/-- In any laboratory frame, the square of the spin-3/2 Hamiltonian of a symmetric traceless
tensor T is the number (3/2) tr(T²) times the identity. -/
theorem zfs_sq (T : Matrix (Fin 3) (Fin 3) ℝ) (hs : T.IsSymm) (ht : T.trace = 0) :
    zfs T * zfs T = ((3 / 2 * (T * T).trace : ℝ) : ℂ) • 1 := by
  -- a matrix of this pattern has a scalar square
  let M : ℂ → ℂ → ℂ → ℂ → ℂ → Matrix (Fin 4) (Fin 4) ℂ := fun D u u' v v' =>
    !![D, u, v, 0; u', -D, 0, v; v', 0, -D, -u; 0, v', -u', D]
  have hM : ∀ D u u' v v' : ℂ, M D u u' v v' * M D u u' v v' =
      (D ^ 2 + u * u' + v * v') • (1 : Matrix (Fin 4) (Fin 4) ℂ) := by
    intro D u u' v v'
    ext i j
    fin_cases i <;> fin_cases j <;>
      simp [M, Matrix.mul_apply, Fin.sum_univ_succ] <;> grind
  have h0 : (T 0 0 : ℂ) + T 1 1 + T 2 2 = 0 := by
    rw [Matrix.trace_fin_three] at ht
    exact_mod_cast ht
  -- the Hamiltonian has this pattern
  have hsum : zfs T = (T 0 0 : ℂ) • (Sx * Sx) + (T 1 1 : ℂ) • (Sy * Sy)
      + (T 2 2 : ℂ) • (Sz * Sz) + (T 0 1 : ℂ) • (Sx * Sy + Sy * Sx)
      + (T 0 2 : ℂ) • (Sx * Sz + Sz * Sx) + (T 1 2 : ℂ) • (Sy * Sz + Sz * Sy) := by
    have s0 : spin 0 = Sx := rfl
    have s1 : spin 1 = Sy := rfl
    have s2 : spin 2 = Sz := rfl
    simp only [zfs, Fin.sum_univ_three, hs.apply 0 1, hs.apply 0 2, hs.apply 1 2, s0, s1, s2]
    module
  have hz : zfs T = M (3 / 2 * T 2 2)
      (r * (T 0 2 - Complex.I * T 1 2)) (r * (T 0 2 + Complex.I * T 1 2))
      (r * ((T 0 0 - T 1 1) / 2 - Complex.I * T 0 1))
      (r * ((T 0 0 - T 1 1) / 2 + Complex.I * T 0 1)) := by
    obtain ⟨h1, h2, h3, h4, h5, h6⟩ := spin_products
    have ha : (T 0 0 : ℂ) = -T 1 1 - T 2 2 := by linear_combination h0
    rw [hsum, h1, h2, h3, h4, h5, h6, ha]
    ext i j
    fin_cases i <;> fin_cases j <;> simp [M] <;> ring
  have htr : (T * T).trace = T 0 0 ^ 2 + T 1 1 ^ 2 + T 2 2 ^ 2
      + 2 * (T 0 1 ^ 2 + T 0 2 ^ 2 + T 1 2 ^ 2) := by
    simp only [Matrix.trace_fin_three, Matrix.mul_apply, Fin.sum_univ_three,
      hs.apply 0 1, hs.apply 0 2, hs.apply 1 2]
    ring
  rw [hz, hM, htr]
  congr 1
  push_cast
  linear_combination
    ((T 0 2 : ℂ) ^ 2 + ((T 0 0 - T 1 1) / 2) ^ 2
      - Complex.I ^ 2 * ((T 1 2 : ℂ) ^ 2 + (T 0 1 : ℂ) ^ 2)) * r_sq
    - 3 * ((T 1 2 : ℂ) ^ 2 + (T 0 1 : ℂ) ^ 2) * Complex.I_sq
    + 3 / 4 * ((T 2 2 : ℂ) - T 0 0 - T 1 1) * h0
```

The hypotheses `hs` and `ht` are symmetry and zero trace. In the proof, `M` is the matrix pattern (its argument `D` is $a$ above), `hM` squares it, `hz` shows that $H$ has this form, and `htr` expands the trace. The closing `linear_combination` is the last algebraic step by hand.

Zero trace means that the common shift of all four levels has been removed. Without it the result fails: for principal values $(0,0,1)$ the Hamiltonian is $S_z^2$, whose square is $81/16$ on $m=\pm3/2$ and $1/16$ on $m=\pm1/2$.

## Principal values from the ratio

Now let $x+y+z=0$ and $D\neq0$, and write $q=E/D$. The definitions give $x-y=3qz$, and the zero sum gives $x+y=-z$. Adding and subtracting,
$$x=\tfrac{3q-1}2\,z,\qquad y=-\tfrac{3q+1}2\,z.$$

```lean
/-- For principal values with zero sum and D ≠ 0, x and y are expressed through z and the ratio E/D.
-/
theorem principal_values (d : Fin 3 → ℝ) (h : ∑ i, d i = 0) (hD : axialD d ≠ 0) :
    d 0 = (3 * (rhombicE d / axialD d) - 1) / 2 * d 2 ∧
      d 1 = -(3 * (rhombicE d / axialD d) + 1) / 2 * d 2 := by
  have hq : rhombicE d / axialD d * axialD d = rhombicE d := div_mul_cancel₀ _ hD
  generalize rhombicE d / axialD d = q at hq ⊢
  unfold axialD rhombicE at hq
  rw [Fin.sum_univ_three] at h
  constructor
  · linear_combination 1 / 2 * h - hq
  · linear_combination 1 / 2 * h + hq
```

## The range of E/D as an ordering of the axes

Squaring these expressions yields
$$y^2-x^2=3q\,z^2,\qquad z^2-y^2=\tfrac34(1-3q)(1+q)\,z^2.$$
Here $z^2>0$ because $D\ne0$. If $0\le q\le1/3$, both right-hand sides are nonnegative, so $|x|\le|y|\le|z|$. Conversely, $|x|\le|y|$ gives $q\ge0$. Then $1+q>0$, and $|y|\le|z|$ forces $1-3q\ge0$.

```lean
/-- For principal values with zero sum and D ≠ 0, the ratio E/D lies between 0 and 1/3 (ends
included) exactly when the axes are labelled so that |x| ≤ |y| ≤ |z|. -/
theorem ratio_range_iff (d : Fin 3 → ℝ) (h : ∑ i, d i = 0) (hD : axialD d ≠ 0) :
    (0 ≤ rhombicE d / axialD d ∧ rhombicE d / axialD d ≤ 1 / 3) ↔
      (|d 0| ≤ |d 1| ∧ |d 1| ≤ |d 2|) := by
  obtain ⟨hx, hy⟩ := principal_values d h hD
  have hz : 0 < d 2 ^ 2 := by
    have : d 2 ≠ 0 := fun h2 => hD (by simp [axialD, h2])
    positivity
  generalize rhombicE d / axialD d = q at hx hy ⊢
  -- compare squares instead of absolute values
  have e1 : d 1 ^ 2 - d 0 ^ 2 = 3 * (q * d 2 ^ 2) := by rw [hx, hy]; ring
  have e2 : d 2 ^ 2 - d 1 ^ 2 = 3 / 4 * ((1 - 3 * q) * (1 + q) * d 2 ^ 2) := by
    rw [hy]; ring
  rw [← sq_le_sq, ← sq_le_sq]
  constructor
  · rintro ⟨h0, h1⟩
    have p1 := mul_nonneg h0 hz.le
    have p2 := mul_nonneg (mul_nonneg (by linarith : 0 ≤ 1 - 3 * q)
      (by linarith : 0 ≤ 1 + q)) hz.le
    constructor <;> linarith
  · rintro ⟨h0, h1⟩
    have hq : 0 ≤ q := nonneg_of_mul_nonneg_left (by linarith : 0 ≤ q * d 2 ^ 2) hz
    have hp : 0 ≤ (1 - 3 * q) * (1 + q) :=
      nonneg_of_mul_nonneg_left (by linarith : 0 ≤ (1 - 3 * q) * (1 + q) * d 2 ^ 2) hz
    have := nonneg_of_mul_nonneg_left hp (by linarith : 0 < 1 + q)
    exact ⟨hq, by linarith⟩
```

The two identities are `e1` and `e2`, and `sq_le_sq` passes between absolute values and squares.

## Choosing the labels

Sort the axes by absolute principal value. If the largest were zero, all three would vanish, so for a nonzero `d` the relabelled $D$ is nonzero and the ordering criterion puts $E/D$ in the required range. The square of $H$ follows from
$$D^2+3E^2=\tfrac94z^2+\tfrac34(x-y)^2=\tfrac32(x^2+y^2+z^2),$$
where the last step uses $x+y=-z$. The right-hand side is unchanged by permutations, and it is $\tfrac32\operatorname{tr}(T^2)$ for the diagonal tensor with entries $x,y,z$.

```lean
/-- For principal values with zero sum, not all zero, some labelling of the axes gives D ≠ 0
and 0 ≤ E/D ≤ 1/3, and the spin-3/2 Hamiltonian squares to D² + 3E². -/
theorem exists_standard_axes (d : Fin 3 → ℝ) (h : ∑ i, d i = 0) (hd : d ≠ 0) :
    ∃ σ : Equiv.Perm (Fin 3), axialD (d ∘ σ) ≠ 0 ∧
      0 ≤ rhombicE (d ∘ σ) / axialD (d ∘ σ) ∧
      rhombicE (d ∘ σ) / axialD (d ∘ σ) ≤ 1 / 3 ∧
      (∑ i, (d i : ℂ) • (spin i * spin i)) * (∑ i, (d i : ℂ) • (spin i * spin i)) =
        ((axialD (d ∘ σ) ^ 2 + 3 * rhombicE (d ∘ σ) ^ 2 : ℝ) : ℂ) • 1 := by
  -- sort the axes by the absolute principal value
  let σ := Tuple.sort (fun i => |d i|)
  have hm : Monotone ((fun i => |d i|) ∘ σ) := Tuple.monotone_sort _
  have hp : ∑ i, (d ∘ σ) i = 0 := (Equiv.sum_comp σ d).trans h
  have hD : axialD (d ∘ σ) ≠ 0 := by
    intro h0
    have hz : d (σ 2) = 0 := by
      simp only [axialD, Function.comp_apply] at h0
      linarith
    apply hd
    funext i
    have hi : |d (σ (σ.symm i))| ≤ |d (σ 2)| := hm (Fin.le_last (σ.symm i))
    rw [Equiv.apply_symm_apply, hz, abs_zero] at hi
    exact abs_nonpos_iff.mp hi
  have hr := (ratio_range_iff (d ∘ σ) hp hD).mpr
    ⟨hm (by decide : (0 : Fin 3) ≤ 1), hm (by decide : (1 : Fin 3) ≤ 2)⟩
  refine ⟨σ, hD, hr.1, hr.2, ?_⟩
  have hH : ∑ i, (d i : ℂ) • (spin i * spin i) = zfs (Matrix.diagonal d) := by
    simp [zfs, Fin.sum_univ_three, Matrix.diagonal_apply]
  -- the sum of squares does not depend on the labelling
  have hsq := Equiv.sum_comp σ (fun i => d i * d i)
  have hc : 3 / 2 * (Matrix.diagonal d * Matrix.diagonal d).trace =
      axialD (d ∘ σ) ^ 2 + 3 * rhombicE (d ∘ σ) ^ 2 := by
    rw [Matrix.diagonal_mul_diagonal, Matrix.trace_diagonal, ← hsq]
    simp only [Fin.sum_univ_three, Function.comp_apply, axialD, rhombicE] at hp ⊢
    linear_combination 3 / 4 * (d (σ 0) + d (σ 1) - d (σ 2)) * hp
  rw [hH, zfs_sq _ (Matrix.isSymm_diagonal d) (by rw [Matrix.trace_diagonal]; exact h), hc]
```

The statement provides a permutation `σ` of the three indices, and `d ∘ σ` lists the same principal values under new labels. The Hamiltonian on the left of the last equation is built from the original `d`, while $D$ and $E$ are computed from `d ∘ σ`. The theorem therefore compares one fixed operator with the relabelled parameters.

In the proof, `Tuple.sort` supplies `σ`, `hm` records the ordering, `hsq` is the invariance of the sum of squares, and `hc` is the displayed identity. The general result for $H^2$ is then applied to `Matrix.diagonal d`.

The sorting must use absolute values. Signed values in increasing order can give $(-2,1,1)$, for which $D=3/2$, $E=-3/2$ and $E/D=-1$.

## The fully rhombic limit

The upper end of the range is reached when $E=D/3$, that is, when $x-y=z$. Together with $x=-(y+z)$ this gives $2x=0$, and the steps can be reversed.

```lean
/-- For principal values with zero sum and D ≠ 0, the ratio E/D equals 1/3 exactly when the
principal value x vanishes. -/
theorem ratio_eq_third_iff (d : Fin 3 → ℝ) (h : ∑ i, d i = 0) (hD : axialD d ≠ 0) :
    rhombicE d / axialD d = 1 / 3 ↔ d 0 = 0 := by
  rw [Fin.sum_univ_three] at h
  rw [div_eq_iff hD]
  unfold rhombicE axialD
  constructor <;> intro h1 <;> linarith

end

end ZeroFieldSplittingAxes
```

The principal values are then $(0,-z,z)$, with two equal and opposite values and one zero.

## What this says about a quartet state

For a single spin 3/2 in zero magnetic field with only this quadratic term, $H$ is Hermitian and traceless, so $H^2=D^2+3E^2$ means two doublets at $\pm\sqrt{D^2+3E^2}$. Their separation alone cannot determine $D$ and $E$ individually, a point that matters when EPR parameters of quartet states are fitted or compared with computed ones.

The theorems take the spin matrices as explicitly defined and do not include their commutation relations. The tensor may be given in any frame for the formula with $\operatorname{tr}(T^2)$, but the labelling theorem starts from principal values, and the rotation to principal axes is not carried out. Nor is the labelling claimed to be unique: in the opening example, exchanging $x$ and $y$ changes nothing. Zeeman and hyperfine terms and other spin values are not treated.

```lean
#print axioms ZeroFieldSplittingAxes.exists_standard_axes
#print axioms ZeroFieldSplittingAxes.ratio_eq_third_iff
```

```
'ZeroFieldSplittingAxes.exists_standard_axes' depends on axioms: [propext, Classical.choice, Quot.sound]
'ZeroFieldSplittingAxes.ratio_eq_third_iff' depends on axioms: [propext, Classical.choice, Quot.sound]
```
